# A 1/N bound on the error of the Gross–Pitaevskii energy per particle for lattice bosons with repulsion g/(N−1) and nonpositive hopping elements

Bosons can be described by occupation numbers or by labelled particles with a symmetric wavefunction. The second description is used here: a configuration $c$ puts particle $i$ on site $c_i$ of a finite set $S$, and a state is a complex function $\psi(c)$, invariant under relabelling, with $\sum_c|\psi(c)|^2=1$.

In Lean 4 with Mathlib:

```lean
import Mathlib

open Finset Function ComplexConjugate

namespace GrossPitaevskiiError

noncomputable section

variable {S : Type*} [Fintype S] [DecidableEq S] {N : ℕ}
```

For a real orbital $x$, the Gross–Pitaevskii energy is
$$\mathcal E(x)=\sum_{s,t}h_{st}x_sx_t+\frac g2\sum_s x_s^4 .$$

```lean
/-- The Gross-Pitaevskii energy `⟨x, h x⟩ + (g/2) ∑ x_s⁴` of a real orbital `x`. -/
def gpEnergy (h : Matrix S S ℝ) (g : ℝ) (x : S → ℝ) : ℝ :=
  (∑ s, ∑ t, h s t * (x s * x t)) + g / 2 * ∑ s, x s ^ 4
```

Let $P(c)$ be the number of unordered pairs of particles sharing a site.

```lean
/-- The number of unordered pairs of particles that share a site. -/
def pairs (c : Fin N → S) : ℝ :=
  (∑ i, ∑ j, if i ≠ j ∧ c i = c j then (1 : ℝ) else 0) / 2
```

Take $N\ge2$. The Hamiltonian applies the real matrix $h$ to each particle and charges $g/(N-1)$ per coincident pair. This contact coupling weakens with $N$, so that the interaction energy per particle stays bounded. Write $c^{i\to t}$ for $c$ with particle $i$ moved to $t$ (`update c i t`).

```lean
/-- The Hamiltonian for `N ≥ 2` particles: `h` acts on each particle, and each coincident
pair costs `g/(N-1)`. -/
def hamiltonian (h : Matrix S S ℝ) (g : ℝ) (ψ : (Fin N → S) → ℂ) (c : Fin N → S) : ℂ :=
  (∑ i, ∑ t, (h (c i) t : ℂ) * ψ (update c i t)) +
    ((g / ((N : ℝ) - 1) * pairs c : ℝ) : ℂ) * ψ c
```

`energy` is the real part of $\langle\psi,H\psi\rangle$, so $h$ need not be symmetric; for symmetric $h$ it is the whole expectation value.

```lean
/-- The real part of the expectation value `⟨ψ, H ψ⟩`, for `N ≥ 2`. -/
def energy (h : Matrix S S ℝ) (g : ℝ) (ψ : (Fin N → S) → ℂ) : ℝ :=
  (∑ c, conj (ψ c) * hamiltonian h g ψ c).re

/-- A normalized wavefunction that is unchanged by permutations of the particles. -/
def IsBosonState (ψ : (Fin N → S) → ℂ) : Prop :=
  (∀ (σ : Equiv.Perm (Fin N)) (c : Fin N → S), ψ (c ∘ σ) = ψ c) ∧ ∑ c, ‖ψ c‖ ^ 2 = 1
```

The attainable energies form two sets. For symmetric $h$ with $h_{st}\le0$ when $s\ne t$, their least elements are the ground-state energies: replacing a complex orbital $x_s$ by $|x_s|$ then does not raise its Gross–Pitaevskii energy, so real orbitals suffice.

```lean
/-- The Gross-Pitaevskii energies of all unit real orbitals. -/
def gpEnergies (h : Matrix S S ℝ) (g : ℝ) : Set ℝ :=
  gpEnergy h g '' {x | ∑ s, x s ^ 2 = 1}

/-- The energies of all states of `N ≥ 2` bosons. -/
def bosonEnergies (h : Matrix S S ℝ) (g : ℝ) (N : ℕ) : Set ℝ :=
  energy h g '' {ψ : (Fin N → S) → ℂ | IsBosonState ψ}
```

Three more quantities are needed: the one-body energy
$$T(\psi)=\sum_{i,c,t}h_{c_it}\,\mathrm{Re}\,\overline{\psi(c)}\psi(c^{i\to t}),$$
the mean occupation $n_s=\sum_{(i,c):\,c_i=s}|\psi(c)|^2$, and the condensate $\Phi_x(c)=\prod_k x_{c_k}$.

```lean
/-- The one-body part of the energy. -/
def hopping (h : Matrix S S ℝ) (ψ : (Fin N → S) → ℂ) : ℝ :=
  ∑ i, ∑ c : Fin N → S, ∑ t, h (c i) t * (conj (ψ c) * ψ (update c i t)).re

/-- The mean number of particles on site `s` in a normalized state. -/
def meanOcc (ψ : (Fin N → S) → ℂ) (s : S) : ℝ :=
  ∑ q : Fin N × (Fin N → S) with q.2 q.1 = s, ‖ψ q.2‖ ^ 2

/-- All particles in the same orbital `x`. -/
def condensate (N : ℕ) (x : S → ℝ) (c : Fin N → S) : ℂ := ((∏ k, x (c k) : ℝ) : ℂ)
```

## (a) Separating hopping from interaction

Show that
$$\mathrm{Re}\langle\psi,H\psi\rangle=T(\psi)+\frac g{N-1}\sum_cP(c)|\psi(c)|^2 .$$

**Solution.** Insert $H$ and take real parts. The coefficients are real and $\overline{\psi(c)}\psi(c)=|\psi(c)|^2$, which is `hz`. Exchanging the sums over $i$ and $c$ gives $T$.

```lean
/-- The energy is the one-body part plus `g/(N-1)` times the sum of `pairs c * ‖ψ c‖ ^ 2`, which for
normalized `ψ` is the mean number of coincident pairs. -/
theorem energy_eq (h : Matrix S S ℝ) (g : ℝ) (ψ : (Fin N → S) → ℂ) :
    energy h g ψ = hopping h ψ + g / ((N : ℝ) - 1) * ∑ c, pairs c * ‖ψ c‖ ^ 2 := by
  have hz : ∀ z : ℂ, (conj z * z).re = ‖z‖ ^ 2 := fun z => by
    rw [Complex.sq_norm, Complex.normSq_apply]; simp
  rw [energy, hopping, sum_comm, mul_sum, ← sum_add_distrib, Complex.re_sum]
  refine sum_congr rfl fun c _ => ?_
  simp only [hamiltonian, mul_add, Complex.add_re, mul_sum, Complex.re_sum,
    mul_left_comm (conj (ψ c)), Complex.re_ofReal_mul, hz, mul_assoc]
```

## (b) Hopping energy bounded by the density

Let $h_{st}\le0$ for $s\ne t$, as for hopping amplitudes $-J$ with $J\ge0$. Show that
$$\sum_{s,t}h_{st}\sqrt{n_s}\sqrt{n_t}\le T(\psi).$$

**Solution.** Grouping by $s=c_i$ (`split`) gives $T=\sum_{s,t}h_{st}C_{st}$, with
$$C_{st}=\sum_{(i,c):\,c_i=s}\mathrm{Re}\,\overline{\psi(c)}\psi(c^{i\to t}).$$
For $s\ne t$, Cauchy–Schwarz (`cs`) gives
$$C_{st}\le\sqrt{n_s}\Big(\sum_{(i,c):\,c_i=s}|\psi(c^{i\to t})|^2\Big)^{1/2}=\sqrt{n_s}\sqrt{n_t}.$$
The equality is `shift`: moving particle $i$ from $s$ to $t$ is a bijection. Multiplication by $h_{st}\le0$ reverses the inequality.

It is easy to treat the diagonal the same way, but $h_{ss}$ may be positive, and the inequality would then point the wrong way. The diagonal needs the equality $C_{ss}=n_s$ (`key`).

```lean
/-- If the off-diagonal entries of `h` are nonpositive, the one-body energy is at least that of the
orbital with amplitudes `√(meanOcc ψ s)`; for normalized `ψ` these are the square roots of the mean
occupations. -/
theorem hopping_bound {h : Matrix S S ℝ} (hoff : ∀ s t, s ≠ t → h s t ≤ 0)
    (ψ : (Fin N → S) → ℂ) :
    ∑ s, ∑ t, h s t * (√(meanOcc ψ s) * √(meanOcc ψ t)) ≤ hopping h ψ := by
  -- group the configurations by the site of the hopping particle
  have split : hopping h ψ = ∑ s, ∑ t, h s t * ∑ q : Fin N × (Fin N → S) with q.2 q.1 = s,
      (conj (ψ q.2) * ψ (update q.2 q.1 t)).re := by
    rw [hopping, ← Fintype.sum_prod_type' (fun (i : Fin N) (c : Fin N → S) =>
      ∑ t, h (c i) t * (conj (ψ c) * ψ (update c i t)).re),
      ← sum_fiberwise univ (fun q : Fin N × (Fin N → S) => q.2 q.1)]
    refine sum_congr rfl fun s _ => ?_
    rw [sum_comm]
    refine sum_congr rfl fun t _ => ?_
    rw [mul_sum]
    refine sum_congr rfl fun q hq => ?_
    have hs : q.2 q.1 = s := (mem_filter.mp hq).2
    rw [hs]
  rw [split]
  refine sum_le_sum fun s _ => sum_le_sum fun t _ => ?_
  have shift : ∑ q : Fin N × (Fin N → S) with q.2 q.1 = s,
      ‖ψ (update q.2 q.1 t)‖ ^ 2 = meanOcc ψ t := by
    refine sum_nbij' (fun q => (q.1, update q.2 q.1 t)) (fun q => (q.1, update q.2 q.1 s))
      ?_ ?_ ?_ ?_ ?_ <;> rintro ⟨i, c⟩ hq <;> simp at hq <;> simp [← hq]
  -- Cauchy-Schwarz for the hopping correlations
  have cs := Real.sum_mul_le_sqrt_mul_sqrt
    (univ.filter fun q : Fin N × (Fin N → S) => q.2 q.1 = s)
    (fun q => ‖ψ q.2‖) (fun q => ‖ψ (update q.2 q.1 t)‖)
  rw [shift] at cs
  by_cases hst : s = t
  · subst hst
    have n0 : 0 ≤ meanOcc ψ s := sum_nonneg fun _ _ => by positivity
    have key : ∑ q : Fin N × (Fin N → S) with q.2 q.1 = s,
        (conj (ψ q.2) * ψ (update q.2 q.1 s)).re = meanOcc ψ s := by
      rw [meanOcc]
      refine sum_congr rfl fun q hq => ?_
      have hs : q.2 q.1 = s := (mem_filter.mp hq).2
      rw [← hs, update_eq_self, Complex.sq_norm, Complex.normSq_apply]
      simp
    rw [key, Real.mul_self_sqrt n0]
  · exact mul_le_mul_of_nonpos_left ((sum_le_sum fun q _ =>
      (Complex.re_le_norm _).trans (le_of_eq (by simp))).trans cs) (hoff s t hst)
```

## (c) Coincident pairs and number fluctuations

For normalized $\psi$, show that
$$\frac12\Big(\sum_s n_s^2-N\Big)\le\sum_cP(c)|\psi(c)|^2 .$$

**Solution.** Let $o_s(c)$ be the number of particles on $s$. Then $\sum_s o_s^2$ counts ordered pairs $(i,j)$ with $c_i=c_j$, including the $N$ pairs with $i=j$, so $P=(\sum_s o_s^2-N)/2$ (`hp`). With $\langle\cdot\rangle$ the average over $|\psi|^2$, we have $n_s=\langle o_s\rangle$ (`hm`) and
$$0\le\langle(o_s-n_s)^2\rangle=\langle o_s^2\rangle-n_s^2,$$
which is `hv`. Sum over $s$.

```lean
/-- In a normalized state the mean number of coincident pairs is at least
`(∑ n_s² - N)/2`, with `n_s` the mean occupations. -/
theorem pairs_bound {ψ : (Fin N → S) → ℂ} (hψ : ∑ c, ‖ψ c‖ ^ 2 = 1) :
    (∑ s, meanOcc ψ s ^ 2 - N) / 2 ≤ ∑ c, pairs c * ‖ψ c‖ ^ 2 := by
  obtain ⟨o, ho⟩ : ∃ o : (Fin N → S) → S → ℝ,
    o = fun c s => ∑ i, if c i = s then 1 else 0 := ⟨_, rfl⟩
  have hp : ∀ c : Fin N → S, pairs c = (∑ s, o c s ^ 2 - N) / 2 := fun c => by
    have h1 : ∑ s, o c s ^ 2 = ∑ i, ∑ j, if c i = c j then (1 : ℝ) else 0 := by
      simp only [ho, sq, sum_mul_sum]
      rw [sum_comm]
      refine sum_congr rfl fun i _ => ?_
      rw [sum_comm]
      refine sum_congr rfl fun j _ => ?_
      by_cases hc : c i = c j <;> simp [hc]
    have h2 : ∀ i j, (if i ≠ j ∧ c i = c j then (1 : ℝ) else 0) =
        (if c i = c j then 1 else 0) - if i = j then 1 else 0 := fun i j => by
      by_cases hij : i = j <;> simp [hij]
    simp only [pairs, h1, h2, sum_sub_distrib]
    simp
  have hm : ∀ s, meanOcc ψ s = ∑ c, o c s * ‖ψ c‖ ^ 2 := fun s => by
    rw [meanOcc, sum_filter, Fintype.sum_prod_type, sum_comm]
    simp only [ho, sum_mul, ite_mul, one_mul, zero_mul]
  -- the variance of each occupation number is nonnegative
  have hv : ∀ s, meanOcc ψ s ^ 2 ≤ ∑ c, o c s ^ 2 * ‖ψ c‖ ^ 2 := fun s => by
    have h0 : 0 ≤ ∑ c, (o c s - meanOcc ψ s) ^ 2 * ‖ψ c‖ ^ 2 :=
      sum_nonneg fun _ _ => by positivity
    have h1 : ∑ c, (o c s - meanOcc ψ s) ^ 2 * ‖ψ c‖ ^ 2 = ∑ c, o c s ^ 2 * ‖ψ c‖ ^ 2
        - 2 * meanOcc ψ s * ∑ c, o c s * ‖ψ c‖ ^ 2 + meanOcc ψ s ^ 2 * ∑ c, ‖ψ c‖ ^ 2 := by
      rw [mul_sum, mul_sum, ← sum_sub_distrib, ← sum_add_distrib]
      exact sum_congr rfl fun _ _ => by ring
    rw [h1, ← hm, hψ] at h0
    nlinarith
  have ht : ∑ c, pairs c * ‖ψ c‖ ^ 2 =
      (∑ s, ∑ c, o c s ^ 2 * ‖ψ c‖ ^ 2 - N * ∑ c, ‖ψ c‖ ^ 2) / 2 := by
    rw [sum_comm, mul_sum, ← sum_sub_distrib, sum_div]
    refine sum_congr rfl fun c _ => ?_
    rw [hp, ← sum_mul]
    ring
  rw [ht, hψ]
  linarith [sum_le_sum fun s (_ : s ∈ univ) => hv s]
```

## (d) Factorizing configuration sums

For real functions $f_k$ on $S$, show that
$$\sum_c\prod_k f_k(c_k)=\prod_k\sum_s f_k(s).$$

**Solution.** Expanding the right side means choosing one site for each $k$; these choices are the configurations.

```lean
omit [DecidableEq S] in
/-- A sum over configurations of a product over particles factorizes. -/
theorem sum_prod_configs (f : Fin N → S → ℝ) :
    ∑ c : Fin N → S, ∏ k, f k (c k) = ∏ k, ∑ s, f k s := by
  rw [prod_univ_sum, Fintype.piFinset_univ]
```

## (e) The condensate is a boson state

Let $\sum_s x_s^2=1$. Show that $\Phi_x$ is symmetric and
$$\sum_c|\Phi_x(c)|^2=1 .$$

**Solution.** Relabelling only reorders the factors. By (d), the norm sum is $(\sum_s x_s^2)^N=1$.

```lean
/-- A condensate in a unit orbital is a boson state. -/
theorem condensate_isBosonState {x : S → ℝ} (hx : ∑ s, x s ^ 2 = 1) :
    IsBosonState (condensate N x) := by
  refine ⟨fun σ c => congrArg Complex.ofReal (Equiv.prod_comp σ fun k => x (c k)), ?_⟩
  simp only [condensate, Complex.norm_real, Real.norm_eq_abs, sq_abs, ← prod_pow]
  rw [sum_prod_configs (fun _ s => x s ^ 2)]
  simp [hx]
```

## (f) Energy of the condensate

For the same $x$, show that
$$\mathrm{Re}\langle\Phi_x,H\Phi_x\rangle=N\,\mathcal E(x).$$

**Solution.** In the hopping term of particle $i$, (d) gives $\sum_{s,t}h_{st}x_sx_t$ from that particle and $1$ from every other; there are $N$ such terms (`hop`). Two distinct particles coincide with probability $\sum_s x_s^4$ (`meet`), so the mean pair number is $\frac{N(N-1)}2\sum_s x_s^4$ (`int`). Multiply by $g/(N-1)$ and use (a).

```lean
/-- For `N ≥ 2` a condensate in a unit orbital has exactly the Gross-Pitaevskii energy
per particle. -/
theorem condensate_energy (hN : 2 ≤ N) (h : Matrix S S ℝ) (g : ℝ) {x : S → ℝ}
    (hx : ∑ s, x s ^ 2 = 1) : energy h g (condensate N x) = N * gpEnergy h g x := by
  have hop : hopping h (condensate N x) = N * ∑ s, ∑ t, h s t * (x s * x t) := by
    have one : ∀ i : Fin N, ∑ c : Fin N → S, ∑ t, h (c i) t *
        (conj (condensate N x c) * condensate N x (update c i t)).re =
        ∑ s, ∑ t, h s t * (x s * x t) := fun i => by
      rw [sum_comm]
      conv_rhs => rw [sum_comm]
      refine sum_congr rfl fun t _ => ?_
      obtain ⟨f, hf⟩ : ∃ f : Fin N → S → ℝ, f = fun k u =>
        (if k = i then h u t else 1) * (x u * x (if k = i then t else u)) := ⟨_, rfl⟩
      have a : ∀ c : Fin N → S, h (c i) t * (conj (condensate N x c) *
          condensate N x (update c i t)).re = ∏ k, f k (c k) := fun c => by
        rw [condensate, condensate, Complex.conj_ofReal, ← Complex.ofReal_mul,
          Complex.ofReal_re]
        simp only [hf, prod_mul_distrib, prod_ite_eq', mem_univ, if_true, update_apply]
      have b : ∀ k, ∑ u, f k u = if k = i then ∑ u, h u t * (x u * x t) else 1 := fun k => by
        by_cases hk : k = i
        · simp [hf, hk]
        · simp [hf, hk, ← sq, hx]
      rw [sum_congr rfl fun c _ => a c, sum_prod_configs, prod_congr rfl fun k _ => b k]
      simp
    rw [hopping, sum_congr rfl fun i _ => one i]
    simp
  -- two distinct particles meet with probability `∑ x_s⁴`
  have meet : ∀ i j : Fin N, i ≠ j → ∑ c : Fin N → S,
      (if c i = c j then ‖condensate N x c‖ ^ 2 else 0) = ∑ s, x s ^ 4 := fun i j hij => by
    obtain ⟨f, hf⟩ : ∃ f : S → Fin N → S → ℝ, f = fun s k u =>
      (if k = i then (if u = s then 1 else 0) else 1) *
      (if k = j then (if u = s then 1 else 0) else 1) * x u ^ 2 := ⟨_, rfl⟩
    have a : ∀ c : Fin N → S, (if c i = c j then ‖condensate N x c‖ ^ 2 else 0) =
        ∑ s, ∏ k, f s k (c k) := fun c => by
      simp only [condensate, Complex.norm_real, Real.norm_eq_abs, sq_abs, ← prod_pow]
      simp only [hf, prod_mul_distrib, prod_ite_eq', mem_univ, if_true]
      by_cases hc : c i = c j <;> simp [hc]
    have b : ∀ s k, ∑ u, f s k u =
        (if k = i then x s ^ 2 else 1) * (if k = j then x s ^ 2 else 1) := fun s k => by
      by_cases hi : k = i
      · subst hi; simp [hf, hij]
      · by_cases hj : k = j <;> simp [hf, hi, hj, hx, hij.symm]
    rw [sum_congr rfl fun c _ => a c, sum_comm]
    refine sum_congr rfl fun s _ => ?_
    rw [sum_prod_configs, prod_congr rfl fun k _ => b s k, prod_mul_distrib]
    simp only [prod_ite_eq', mem_univ, if_true]
    ring
  have int : ∑ c, pairs c * ‖condensate N x c‖ ^ 2 =
      (N * (N - 1) * ∑ s, x s ^ 4) / 2 := by
    simp only [pairs, div_mul_eq_mul_div, sum_mul, ite_mul, one_mul, zero_mul, ← sum_div]
    congr 1
    rw [sum_comm]
    have one : ∀ i j : Fin N, ∑ c : Fin N → S,
        (if i ≠ j ∧ c i = c j then ‖condensate N x c‖ ^ 2 else 0) =
        ∑ s, x s ^ 4 - if i = j then ∑ s, x s ^ 4 else 0 := fun i j => by
      by_cases hij : i = j
      · simp [hij]
      · simpa only [ne_eq, hij, not_false_eq_true, true_and, if_false, sub_zero]
          using meet i j hij
    rw [sum_congr rfl fun i _ => sum_comm.trans (sum_congr rfl fun j _ => one i j)]
    simp only [sum_sub_distrib, sum_const, card_univ, Fintype.card_fin, nsmul_eq_mul,
      sum_ite_eq, mem_univ, if_true]
    ring
  have h1 : (N : ℝ) - 1 ≠ 0 := by
    have : (2 : ℝ) ≤ N := by exact_mod_cast hN
    linarith
  rw [energy_eq, hop, int, gpEnergy]
  field_simp
```

## (g) Two-sided energy bound

Let $g\ge0$ and $h_{st}\le0$ for $s\ne t$. Let $e$ be the least value of $\mathcal E$ over unit real orbitals and $E$ the least $N$-boson energy. Show that
$$e-\frac g{2(N-1)}\le\frac EN\le e .$$

**Solution.** For the upper bound, put a minimizing $x$ into (e) and (f): $E\le Ne$.

For the lower bound, let $\psi$ attain $E$ and set $x_s=\sqrt{n_s/N}$, a unit orbital because $\sum_s n_s=N$. With $K=\sum_{s,t}h_{st}\sqrt{n_s}\sqrt{n_t}$ and $A=\sum_s n_s^2$,
$$\mathcal E(x)=\frac KN+\frac{gA}{2N^2}\ge e,$$
which is `trial`. Parts (a)–(c) give
$$\frac EN\ge\frac KN+\frac{g(A-N)}{2N(N-1)}=\mathcal E(x)-\frac g{2(N-1)}+\frac{gA}{2N^2(N-1)} .$$
The last term is nonnegative; `scalar` contains this algebra.

`IsLeast` says that a value is attained and is a lower bound. The theorem assumes both minima; for nonempty $S$ they exist by continuity and compactness.

For a finite Bose–Hubbard lattice with these hopping signs and on-site repulsion $U=g/(N-1)$, the Gross–Pitaevskii minimum $e$ is thus too high, as an energy per particle, by at most $U/2$. The bound $U/2$ vanishes as $N$ grows at fixed $g$, but not at fixed $U>0$.

```lean
/-- For `g ≥ 0`, `N ≥ 2` and nonpositive off-diagonal entries of `h`, the lowest `N`-boson
energy per particle lies between `e - g/(2(N-1))` and the Gross-Pitaevskii minimum `e`. -/
theorem gross_pitaevskii_error (hN : 2 ≤ N) {h : Matrix S S ℝ} {g e E : ℝ} (hg : 0 ≤ g)
    (hoff : ∀ s t, s ≠ t → h s t ≤ 0) (he : IsLeast (gpEnergies h g) e)
    (hE : IsLeast (bosonEnergies h g N) E) :
    e - g / (2 * ((N : ℝ) - 1)) ≤ E / N ∧ E / N ≤ e := by
  have h2 : (2 : ℝ) ≤ N := by exact_mod_cast hN
  have h0 : (0 : ℝ) < N := by linarith
  have h1 : (0 : ℝ) < N - 1 := by linarith
  constructor
  · obtain ⟨ψ, hψ, rfl⟩ := hE.1
    have n0 : ∀ s, 0 ≤ meanOcc ψ s := fun s => sum_nonneg fun _ _ => by positivity
    have total : ∑ s, meanOcc ψ s = N := by
      simp only [meanOcc]
      rw [sum_fiberwise, Fintype.sum_prod_type]
      simp [hψ.2]
    -- the trial orbital is the square root of the density
    have trial : e ≤ gpEnergy h g fun s => √(meanOcc ψ s / N) := by
      refine he.2 ⟨_, ?_, rfl⟩
      simp only [Set.mem_ofPred_eq, Real.sq_sqrt (div_nonneg (n0 _) h0.le)]
      rw [← sum_div, total, div_self h0.ne']
    have e1 : ∀ s t, √(meanOcc ψ s / N) * √(meanOcc ψ t / N) =
        √(meanOcc ψ s) * √(meanOcc ψ t) / N := fun s t => by
      rw [Real.sqrt_div (n0 s), Real.sqrt_div (n0 t), div_mul_div_comm,
        Real.mul_self_sqrt h0.le]
    have e2 : ∀ s, √(meanOcc ψ s / N) ^ 4 = meanOcc ψ s ^ 2 / (N : ℝ) ^ 2 := fun s => by
      rw [show 4 = 2 * 2 from rfl, pow_mul, Real.sq_sqrt (div_nonneg (n0 s) h0.le), div_pow]
    simp only [gpEnergy, e1, e2, ← mul_div_assoc, ← sum_div] at trial
    have scalar : ∀ k₀ k a i : ℝ, k₀ ≤ k → 0 ≤ a → (a - N) / 2 ≤ i →
        k₀ / N + g / 2 * a / (N : ℝ) ^ 2 - g / (2 * ((N : ℝ) - 1)) ≤
        (k + g / ((N : ℝ) - 1) * i) / N := fun k₀ k a i hk ha hi => by
      have p : 0 ≤ g * a / (2 * (N : ℝ) ^ 2 * (N - 1)) := by positivity
      have q : (k₀ + g / ((N : ℝ) - 1) * ((a - N) / 2)) / N = k₀ / N +
          g / 2 * a / (N : ℝ) ^ 2 - g / (2 * ((N : ℝ) - 1)) +
          g * a / (2 * (N : ℝ) ^ 2 * (N - 1)) := by
        field_simp
        ring
      have r : (k₀ + g / ((N : ℝ) - 1) * ((a - N) / 2)) / N ≤
          (k + g / ((N : ℝ) - 1) * i) / N := by gcongr
      linarith
    rw [energy_eq]
    linarith [scalar _ _ _ _ (hopping_bound hoff ψ)
      (sum_nonneg fun s (_ : s ∈ univ) => sq_nonneg (meanOcc ψ s)) (pairs_bound hψ.2)]
  · obtain ⟨x, hx, rfl⟩ := he.1
    rw [div_le_iff₀ h0, mul_comm, ← condensate_energy hN h g hx]
    exact hE.2 ⟨_, condensate_isBosonState hx, rfl⟩

end

end GrossPitaevskiiError
```

```lean
#print axioms GrossPitaevskiiError.gross_pitaevskii_error
```

```
'GrossPitaevskiiError.gross_pitaevskii_error' depends on axioms: [propext, Classical.choice, Quot.sound]
```
